# The cold-smearing occupation at x equals its value at zero plus the integral of the smeared delta function from 0 to x

In cold smearing, the occupation of a level lying `x` below the Fermi level, with energies in units of the smearing width, is the integral over all t < x of the smeared delta function (2 − √2 t) exp(−(t − 1/√2)²)/√π. The lemma `coldOcc_eq` states that, for every real `x`, this occupation is its value at zero plus the integral of the same function from 0 to `x`, an integral that changes sign with its direction when `x` is negative. The proof takes integrability from `coldDelta_normalised` and calls on a library lemma to write the difference of two integrals over half-lines as an integral between their endpoints. It then exchanges the closed half-lines `Iic` for the open ones `Iio` used in the definition, and finishes by linear arithmetic.

The first attempt, which Lean rejects:

```lean
import Mathlib

open Filter Topology MeasureTheory Set

namespace ColdOccEq

noncomputable section

/-- The cold-smearing approximation to the delta function, in units of the smearing width. -/
def coldDelta (t : ℝ) : ℝ :=
  (2 - √2 * t) * Real.exp (-(t - 1 / √2) ^ 2) / √Real.pi

/-- The cold-smearing occupation of a level lying `x` below the Fermi level. -/
def coldOcc (x : ℝ) : ℝ := ∫ t in Iio x, coldDelta t

/-- The cold-smearing delta function is integrable and has total weight one. -/
theorem coldDelta_normalised : Integrable coldDelta ∧ ∫ t, coldDelta t = 1 := by
  let h : ℝ → ℝ := fun u =>
    Real.exp (-1 * u ^ 2) / √Real.pi - √2 / √Real.pi * (u * Real.exp (-1 * u ^ 2))
  -- centred at 1/√2, the function is a Gaussian minus an odd function
  have hs : coldDelta = fun t => h (t - 1 / √2) := by
    funext t
    have h2 : √2 * (1 / √2) = 1 := mul_one_div_cancel (by positivity)
    simp only [coldDelta, h, neg_one_mul]
    generalize 1 / √2 = s at h2 ⊢
    linear_combination (-(Real.exp (-(t - s) ^ 2) / √Real.pi)) * h2
  have i1 : Integrable (fun u : ℝ => Real.exp (-1 * u ^ 2) / √Real.pi) :=
    (integrable_exp_neg_mul_sq one_pos).div_const _
  have i2 : Integrable (fun u : ℝ => √2 / √Real.pi * (u * Real.exp (-1 * u ^ 2))) :=
    (integrable_mul_exp_neg_mul_sq one_pos).const_mul _
  have hodd : ∫ u : ℝ, u * Real.exp (-1 * u ^ 2) = 0 := by
    have h1 := integral_neg_eq_self (fun u : ℝ => u * Real.exp (-1 * u ^ 2)) volume
    simp only [neg_sq, neg_mul, integral_neg] at h1 ⊢
    linarith
  have hi : Integrable h := i1.sub i2
  rw [hs]
  refine ⟨hi.comp_sub_right _, ?_⟩
  rw [integral_sub_right_eq_self h (1 / √2)]
  have hp : √Real.pi ≠ 0 := (Real.sqrt_pos.2 Real.pi_pos).ne'
  calc ∫ u, h u = (∫ u : ℝ, Real.exp (-1 * u ^ 2) / √Real.pi)
        - ∫ u : ℝ, √2 / √Real.pi * (u * Real.exp (-1 * u ^ 2)) := integral_sub i1 i2
    _ = 1 := by
      rw [integral_div, integral_const_mul, hodd, integral_gaussian, div_one, mul_zero,
        sub_zero, div_self hp]

/-- The occupation at `x` is the occupation at zero plus the oriented integral of the smeared delta
function from zero to `x`. -/
theorem coldOcc_eq (x : ℝ) : coldOcc x = coldOcc 0 + ∫ t in (0 : ℝ)..x, coldDelta t := by
  have hi := coldDelta_normalised.1
  have h := intervalIntegral.integral_Iic_sub_integral_Iic
    (hi.integrableOn (s := Iic 0)) (hi.integrableOn (s := Iic x))
  rw [integral_Iic_eq_integral_Iio, integral_Iic_eq_integral_Iio] at h
  unfold coldOcc
  linarith

end

end ColdOccEq
```

Messages:

```
Main.lean:50:12: error(lean.unknownIdentifier): Unknown constant `intervalIntegral.integral_Iic_sub_integral_Iic`
Main.lean:48:87: error: unsolved goals
x : ℝ
hi : Integrable coldDelta volume
⊢ coldOcc x = coldOcc 0 + ∫ (t : ℝ) in 0..x, coldDelta t
```

Cause. The first message says that no constant called `intervalIntegral.integral_Iic_sub_integral_Iic` exists in what the file imports. The lemma wanted is there under a shorter name, `intervalIntegral.integral_Iic_sub_Iic`, in which `integral` is not repeated before the second `Iic`.

The second message follows from the first. With the name unresolved, `have h` gave no hypothesis, and the goal Lean reports as unsolved is the whole statement of the theorem, with `hi` in the context but no `h`. It does not point to a separate fault in the mathematics.

The diff changes only the name. The two integrability arguments, on `Iic 0` and `Iic x`, suit the real lemma as they stand, and the equation it gives is the one the remaining steps need, so they go through unchanged.

As a diff, the version that Lean accepts:

```diff
@@ -48,5 +48,5 @@
 theorem coldOcc_eq (x : ℝ) : coldOcc x = coldOcc 0 + ∫ t in (0 : ℝ)..x, coldDelta t := by
   have hi := coldDelta_normalised.1
-  have h := intervalIntegral.integral_Iic_sub_integral_Iic
+  have h := intervalIntegral.integral_Iic_sub_Iic
     (hi.integrableOn (s := Iic 0)) (hi.integrableOn (s := Iic x))
   rw [integral_Iic_eq_integral_Iio, integral_Iic_eq_integral_Iio] at h
```
